# The conditions on the normal density and pairing tensor that make the generalized density matrix a Hermitian projector

The theorem `projector_iff` concerns the generalized density matrix with blocks ρ and κ in the upper row and −κ* and 1 − ρ* in the lower, where ρ is the normal density, κ the pairing tensor and the star means entrywise complex conjugation. It says that this matrix is Hermitian and equal to its own square exactly when ρ is Hermitian, κ is antisymmetric, ρ − ρ² = κκ† and ρκ = κρ*. The index set is finite, and ρ and κ are otherwise arbitrary complex matrices, not assumed to come from any state or Hamiltonian. The proof settles Hermiticity with an earlier lemma and then compares the square with the original block by block. The upper two blocks give the two relations, and for the converse the lower two are obtained from them by complex conjugation.

As first written in Lean, the proof fails:

```lean
import Mathlib

open Matrix

namespace GeneralizedDensityMatrix

variable {n : Type*} [Fintype n] [DecidableEq n]

/-- The generalized density matrix with normal density `ρ` and pairing tensor `κ`. -/
def genDensity (ρ κ : Matrix n n ℂ) : Matrix (n ⊕ n) (n ⊕ n) ℂ :=
  fromBlocks ρ κ (-κ.map star) (1 - ρ.map star)

omit [DecidableEq n] in
/-- The complex conjugate of a product of matrices is the product of the conjugates. -/
lemma conj_mul (A B : Matrix n n ℂ) : (A * B).map star = A.map star * B.map star := by
  ext i j
  simp [Matrix.mul_apply]

omit [Fintype n] [DecidableEq n] in
/-- The adjoint of an antisymmetric pairing tensor is minus its complex conjugate. -/
lemma adjoint_of_antisymm {κ : Matrix n n ℂ} (h : κᵀ = -κ) : κᴴ = -κ.map star := by
  ext i j
  have h' : κ j i = -κ i j := congrFun (congrFun h i) j
  simp [h']

omit [Fintype n] in
/-- The generalized density matrix is Hermitian exactly when the normal density is Hermitian
and the pairing tensor is antisymmetric. -/
theorem hermitian_iff (ρ κ : Matrix n n ℂ) :
    (genDensity ρ κ).IsHermitian ↔ ρ.IsHermitian ∧ κᵀ = -κ := by
  rw [genDensity, Matrix.IsHermitian, fromBlocks_conjTranspose, fromBlocks_inj]
  constructor
  · rintro ⟨h1, h2, -, -⟩
    refine ⟨h1, ?_⟩
    ext i j
    have h : -κ i j = κ j i := by simpa using congrFun (congrFun h2 j) i
    exact h.symm
  · rintro ⟨h1, hk⟩
    refine ⟨h1, ?_, adjoint_of_antisymm hk, ?_⟩
    · rw [← adjoint_of_antisymm hk, conjTranspose_conjTranspose]
    · rw [conjTranspose_sub, conjTranspose_one]
      congr 1
      ext i j
      exact congrArg star (congrFun (congrFun h1 i) j)

/-- The generalized density matrix is a Hermitian projector exactly when `ρ` is Hermitian, `κ` is
antisymmetric, `ρ - ρ² = κκ†` and `ρκ = κρ*`. -/
theorem projector_iff (ρ κ : Matrix n n ℂ) :
    ((genDensity ρ κ).IsHermitian ∧ genDensity ρ κ * genDensity ρ κ = genDensity ρ κ) ↔
      ρ.IsHermitian ∧ κᵀ = -κ ∧ ρ - ρ * ρ = κ * κᴴ ∧ ρ * κ = κ * ρ.map star := by
  rw [hermitian_iff, and_assoc]
  refine and_congr_right fun _ => and_congr_right fun hk => ?_
  have hK := adjoint_of_antisymm hk
  rw [genDensity, fromBlocks_multiply, fromBlocks_inj]
  constructor
  · -- the upper two blocks carry the two relations
    rintro ⟨e1, e2, -, -⟩
    rw [← hK] at e1
    refine ⟨sub_eq_iff_eq_add'.mpr e1.symm, sub_eq_zero.mp ?_⟩
    calc ρ * κ - κ * ρ.map star = (ρ * κ + κ * (1 - ρ.map star)) - κ := by noncomm_ring
      _ = 0 := by rw [e2, sub_self]
  · rintro ⟨h3, h4⟩
    have hKK : (κ.map star).map star = κ := by ext i j; simp
    have hPP : (ρ.map star).map star = ρ := by ext i j; simp
    -- the lower two blocks follow by complex conjugation
    have c4 : ρ.map star * κ.map star = κ.map star * ρ := by
      rw [← conj_mul, h4, conj_mul, hPP]
    have c3 : ρ.map star - ρ.map star * ρ.map star = -(κ.map star * κ) := by
      have a1 : (ρ - ρ * ρ).map star = ρ.map star - (ρ * ρ).map star := by ext i j; simp
      have a2 : (-(κ * κ.map star)).map star = -((κ * κ.map star).map star) := by
        ext i j; simp
      rw [← conj_mul, ← a1, h3, hK, mul_neg, a2, conj_mul, hKK]
    refine ⟨?_, ?_, ?_, ?_⟩
    · rw [← hK, ← h3]; abel
    · rw [mul_sub, mul_one, h4]; abel
    · rw [sub_mul, one_mul, mul_neg, c4, neg_mul]; abel
    · rw [neg_mul, ← c3]; noncomm_ring

end GeneralizedDensityMatrix
```

Messages:

```
Main.lean:69:72: error: unsolved goals
n : Type u_1
inst✝¹ : Fintype n
inst✝ : DecidableEq n
ρ κ : Matrix n n ℂ
x✝ : ρ.IsHermitian
hk : κᵀ = -κ
hK : κᴴ = -κ.map star
h3 : ρ - ρ * ρ = κ * κᴴ
h4 : ρ * κ = κ * ρ.map star
hKK : (κ.map star).map star = κ
hPP : (ρ.map star).map star = ρ
c4 : ρ.map star * κ.map star = κ.map star * ρ
i j : n
⊢ (starRingEnd ℂ) ((ρ * ρ) i j) = (ρ.map ⇑(starRingEnd ℂ) * ρ.map ⇑(starRingEnd ℂ)) i j
Main.lean:70:79: error: unsolved goals
n : Type u_1
inst✝¹ : Fintype n
inst✝ : DecidableEq n
ρ κ : Matrix n n ℂ
x✝ : ρ.IsHermitian
hk : κᵀ = -κ
hK : κᴴ = -κ.map star
h3 : ρ - ρ * ρ = κ * κᴴ
h4 : ρ * κ = κ * ρ.map star
hKK : (κ.map star).map star = κ
hPP : (ρ.map star).map star = ρ
c4 : ρ.map star * κ.map star = κ.map star * ρ
a1 : (ρ - ρ * ρ).map star = ρ.map star - (ρ * ρ).map star
i j : n
⊢ (starRingEnd ℂ) ((κ * κ.map ⇑(starRingEnd ℂ)) i j) =
    (κ.map ⇑(starRingEnd ℂ) * κ.map (⇑(starRingEnd ℂ) ∘ ⇑(starRingEnd ℂ))) i j
```

What went wrong. Both errors are in auxiliary facts for the lower blocks: `a1` says that entrywise conjugation respects subtraction, `a2` that it respects negation. Both are true, but `simp` leaves each with an unsolved goal.

It rewrites `star` as `starRingEnd ℂ` and then treats the two sides differently. On the left the conjugation ends up outside an entry of the product, as in `(starRingEnd ℂ) ((ρ * ρ) i j)`. On the right it has been distributed over the matrix product, giving an entry of a product of conjugated matrices. In `a2` the two successive conjugations of `κ` are also merged into a composition. The remaining sides are equal, but `simp` does not bring them to the same form.

The repair keeps `ext i j` and replaces `simp` with `exact star_sub (ρ i j) ((ρ * ρ) i j)` in `a1` and `exact star_neg ((κ * κ.map star) i j)` in `a2`. These are the required identities for single complex numbers, and Lean accepts them because the matrix operations unfold entrywise by definition. The products stay intact, so the mismatch never arises.

Fix (accepted with no message):

```diff
@@ -67,7 +67,10 @@
       rw [← conj_mul, h4, conj_mul, hPP]
     have c3 : ρ.map star - ρ.map star * ρ.map star = -(κ.map star * κ) := by
-      have a1 : (ρ - ρ * ρ).map star = ρ.map star - (ρ * ρ).map star := by ext i j; simp
+      have a1 : (ρ - ρ * ρ).map star = ρ.map star - (ρ * ρ).map star := by
+        ext i j
+        exact star_sub (ρ i j) ((ρ * ρ) i j)
       have a2 : (-(κ * κ.map star)).map star = -((κ * κ.map star).map star) := by
-        ext i j; simp
+        ext i j
+        exact star_neg ((κ * κ.map star) i j)
       rw [← conj_mul, ← a1, h3, hK, mul_neg, a2, conj_mul, hKK]
     refine ⟨?_, ?_, ?_, ?_⟩
```
